# Complex Level Coincidences and the Holomorphic Disc of a Two-State Intruder Model

When the terms of a perturbation series for a correlation energy start to grow, one can fit a two-state model to the reference and a suspected intruder, then check whether the model's levels coincide at some complex coupling inside the unit circle. Within that model, provided the two states interact and their unperturbed energies differ, such a coincidence rules out a holomorphic energy level on any disc around the origin that contains it. The check needs only three real numbers and one inequality.

## The coincidence points and their modulus

Let the complex coupling z scale the perturbation, with z = 0 the unperturbed problem and z = 1 the physical one. Energies are measured from the diagonal energy of the reference at the same z, which is therefore 0. The intruder has diagonal energy D(z), and the off-diagonal element between the two states is zδ:

D(z) = g + γ − zγ

The diagonal gap is therefore G = g + γ at z = 0 and g at z = 1. Assume G > 0, so that the reference starts as the lower state, and δ ≠ 0, so that the states interact. The claim is that the levels coincide exactly at

z = G/(γ + 2iδ) and its complex conjugate,

that the real part of both points has the sign of γ, and that both lie inside the unit circle if and only if G² < γ² + 4δ².

The secular determinant is E(E − D) − z²δ². Multiplying by 4 and completing the square gives

4 det(E − H(z)) = (2E − D(z))² − Δ(z), with Δ(z) = D(z)² + 4δ²z².

The two roots in E are equal exactly when Δ(z) = 0. Write w = γ + 2iδ, with conjugate w̄. Then

Δ(z) = (D + 2iδz)(D − 2iδz) = (G − z w̄)(G − z w),

so the zeros are G/w and G/w̄. Since G/w = G(γ − 2iδ)/(γ² + 4δ²), both zeros satisfy

Re z = Gγ/(γ² + 4δ²), |z|² = G²/(γ² + 4δ²).

The claims about sign and modulus follow. Call the common modulus R.

## Why the level is singular there, and only there

Suppose a level E(z) were complex differentiable at a zero z₀ of Δ and solved the secular equation nearby. Then f = 2E − D would satisfy f² = Δ near z₀, so f(z₀) = 0 and Δ′(z₀) = 2f(z₀)f′(z₀) = 0. But Δ′ = −2γD + 8δ²z, and therefore

Δ − (z/2)Δ′ = D² + γzD = D(D + γz) = D·G.

At z₀ the left side vanishes, so D(z₀) = 0. Then Δ(z₀) = 0 leaves 4δ²z₀² = 0, hence z₀ = 0. This contradicts D(0) = G ≠ 0.

Conversely, let |z| < r ≤ R. Then |wz/G| < 1, so 1 − wz/G has positive real part and a holomorphic square root s(z) with s(0) = 1. Let t(z) be the corresponding root of 1 − w̄z/G. The function

E(z) = (D(z) − G s(z) t(z))/2

is holomorphic, vanishes at z = 0, and satisfies (2E − D)² = G²s²t² = Δ. It is the reference level. By the usual theory of Taylor series, which the Lean file does not enter into, its expansion in z has radius of convergence R.

## A divergent case with a wide gap

Take g = 7, γ = −3, δ = 2. Then G = 4, w = −3 + 4i and |w| = 5. The coincidences lie at

z = 4/(−3 ± 4i) = −0.48 ∓ 0.64i, |z| = 0.8.

Indeed 16 < 25, and the series diverges at z = 1, although the diagonal gap widens from 4 to 7 on the way there.

The same numbers expose an error that is easily made in the derivation: locating the singularity where the diagonal energies cross, at z = G/γ. Here that gives −4/3, which lies outside the unit circle and wrongly suggests convergence. The coupling term 4δ²z² moves the coincidences off the real axis and closer to the origin.

## The model and its discriminant in Lean

```lean
import Mathlib

open Metric Filter Topology ComplexConjugate

namespace IntruderStateConvergence
```

The parameters are real and the coupling is complex. Away from the real axis the matrix is generally not Hermitian.

```lean
/-- Two-state Hamiltonian at complex coupling `z`: a reference state at energy `0` and a second
state at energy `g + γ - z γ`, coupled by `z δ`. -/
def hamiltonian (g γ δ : ℝ) (z : ℂ) : Matrix (Fin 2) (Fin 2) ℂ :=
  !![0, z * δ; z * δ, g + γ - z * γ]

/-- The secular determinant `det (E - H(z))`. -/
def secularDet (g γ δ : ℝ) (z E : ℂ) : ℂ :=
  (E • (1 : Matrix (Fin 2) (Fin 2) ℂ) - hamiltonian g γ δ z).det
```

An energy level is a function `E` for which `secularDet g γ δ z (E z) = 0`. The function Δ is called `discr`.

```lean
/-- The function `(g + γ - z γ)² + 4 δ² z²` of the coupling `z`. -/
def discr (g γ δ : ℝ) (z : ℂ) : ℂ :=
  ((g : ℂ) + γ - z * γ) ^ 2 + 4 * (δ : ℂ) ^ 2 * z ^ 2
```

The next theorem completes the square. It holds for all parameter values.

```lean
/-- Four times the secular determinant is a square minus `discr`. -/
theorem four_mul_secularDet (g γ δ : ℝ) (z E : ℂ) :
    4 * secularDet g γ δ z E = (2 * E - ((g : ℂ) + γ - z * γ)) ^ 2 - discr g γ δ z := by
  have h : secularDet g γ δ z E = E * (E - ((g : ℂ) + γ - z * γ)) - (z * δ) ^ 2 := by
    simp [secularDet, hamiltonian, Matrix.det_fin_two]
    ring
  rw [h, discr]
  ring
```

Coincidence is stated as a property of the characteristic polynomial: it equals `(E - e) ^ 2` for some `e`. In the forward direction the proof evaluates the identity at `e` and `e + 1`; subtracting forces 2e = D, and Δ = 0 follows. In the other direction e = D/2 works.

```lean
/-- The two energy levels coincide at coupling `z` exactly when `discr` vanishes there. -/
theorem levels_coincide_iff (g γ δ : ℝ) (z : ℂ) :
    (∃ e : ℂ, ∀ E, secularDet g γ δ z E = (E - e) ^ 2) ↔ discr g γ δ z = 0 := by
  constructor
  · rintro ⟨e, he⟩
    have h1 := four_mul_secularDet g γ δ z e
    have h2 := four_mul_secularDet g γ δ z (e + 1)
    rw [he] at h1 h2
    -- comparing two energies shows that `e` is the mean of the diagonal energies
    have h3 : 2 * e - ((g : ℂ) + γ - z * γ) = 0 := by
      linear_combination (h1 - h2) / 4
    rw [h3] at h1
    linear_combination h1
  · intro h
    refine ⟨((g : ℂ) + γ - z * γ) / 2, fun E => ?_⟩
    linear_combination (four_mul_secularDet g γ δ z E) / 4 - h / 4
```

## Factorisation and location of the zeros

The factorisation uses only i² = −1.

```lean
/-- `discr` splits into two factors linear in the coupling. -/
theorem discr_factor (g γ δ : ℝ) (z : ℂ) :
    discr g γ δ z = ((g : ℂ) + γ - z * (γ + 2 * δ * Complex.I)) *
      ((g : ℂ) + γ - z * (γ - 2 * δ * Complex.I)) := by
  rw [discr]
  linear_combination (4 * (δ : ℂ) ^ 2 * z ^ 2) * Complex.I_sq
```

With δ ≠ 0 neither w nor w̄ vanishes, because their imaginary parts are ±2δ. Each linear factor can then be solved for z, and `conj` of the first quotient is identified with the second.

```lean
/-- For nonzero `δ` the zeros of `discr` are `(g + γ) / (γ + 2 i δ)` and its conjugate. -/
theorem discr_eq_zero_iff (g γ : ℝ) {δ : ℝ} (hδ : δ ≠ 0) (z : ℂ) :
    discr g γ δ z = 0 ↔ z = ((g : ℂ) + γ) / (γ + 2 * δ * Complex.I) ∨
      z = conj (((g : ℂ) + γ) / (γ + 2 * δ * Complex.I)) := by
  have hw : (γ : ℂ) + 2 * δ * Complex.I ≠ 0 := fun h => hδ (by
    simpa using congrArg Complex.im h)
  have hw' : (γ : ℂ) - 2 * δ * Complex.I ≠ 0 := fun h => hδ (by
    simpa using congrArg Complex.im h)
  have hc : conj (((g : ℂ) + γ) / (γ + 2 * δ * Complex.I)) =
      ((g : ℂ) + γ) / (γ - 2 * δ * Complex.I) := by
    rw [map_div₀]
    have h2 : conj (2 : ℂ) = 2 := by
      apply Complex.ext <;> simp [Complex.conj_re, Complex.conj_im]
    congr 1 <;> simp [sub_eq_add_neg, h2]
  rw [hc, discr_factor, mul_eq_zero, eq_div_iff hw, eq_div_iff hw', sub_eq_zero, sub_eq_zero,
    eq_comm, @eq_comm ℂ ((g : ℂ) + γ) (z * (γ - 2 * δ * Complex.I))]
```

The formulas for Re z and |z|² are stated with the denominator multiplied out. The proof takes the real and imaginary parts of whichever linear factor vanishes and combines them linearly.

```lean
/-- Real part and modulus of a zero of `discr`, in a form free of division. -/
theorem zero_re_and_norm {g γ δ : ℝ} {z : ℂ} (h : discr g γ δ z = 0) :
    z.re * (γ ^ 2 + 4 * δ ^ 2) = (g + γ) * γ ∧
      ‖z‖ ^ 2 * (γ ^ 2 + 4 * δ ^ 2) = (g + γ) ^ 2 := by
  have hn : ‖z‖ ^ 2 = z.re ^ 2 + z.im ^ 2 := by
    rw [Complex.sq_norm, Complex.normSq_apply]
    ring
  rw [discr_factor, mul_eq_zero] at h
  rw [hn]
  rcases h with h | h
  all_goals
    have h1 := congrArg Complex.re h
    have h2 := congrArg Complex.im h
    simp only [Complex.sub_re, Complex.add_re, Complex.mul_re, Complex.sub_im, Complex.add_im,
      Complex.mul_im, Complex.ofReal_re, Complex.ofReal_im, Complex.I_re, Complex.I_im,
      Complex.re_ofNat, Complex.im_ofNat, Complex.zero_re, Complex.zero_im] at h1 h2
  · constructor
    · linear_combination -γ * h1 - 2 * δ * h2
    · linear_combination -(g + γ + (z.re * γ - 2 * z.im * δ)) * h1 -
        (2 * z.re * δ + z.im * γ) * h2
  · constructor
    · linear_combination -γ * h1 + 2 * δ * h2
    · linear_combination -(g + γ + (z.re * γ + 2 * z.im * δ)) * h1 -
        (z.im * γ - 2 * z.re * δ) * h2
```

The statement about location follows from these two identities. Both γ² + 4δ² and g + γ are positive. Five of the six implications come from assuming the opposite inequality and comparing signs or magnitudes; the step from ‖z‖ < 1 to the inequality between the parameters is direct. The sign of g is left free, so the diagonal order may be reversed at z = 1.

```lean
/-- For `g + γ > 0` and `δ ≠ 0`, the real part of each zero of `discr` has the sign of `γ`, and the
zero lies inside the unit circle exactly when `(g + γ)² < γ² + 4 δ²`. -/
theorem zero_location {g γ δ : ℝ} (hG : 0 < g + γ) (hδ : δ ≠ 0) {z : ℂ}
    (h : discr g γ δ z = 0) :
    (0 < z.re ↔ 0 < γ) ∧ (z.re < 0 ↔ γ < 0) ∧
      (‖z‖ < 1 ↔ (g + γ) ^ 2 < γ ^ 2 + 4 * δ ^ 2) := by
  obtain ⟨hre, hn⟩ := zero_re_and_norm h
  have hP : 0 < γ ^ 2 + 4 * δ ^ 2 := by positivity
  have h0 := norm_nonneg z
  refine ⟨⟨fun hx => ?_, fun hx => ?_⟩, ⟨fun hx => ?_, fun hx => ?_⟩,
    ⟨fun hx => ?_, fun hx => ?_⟩⟩
  · by_contra hc
    linarith [mul_pos hx hP, mul_nonpos_of_nonneg_of_nonpos hG.le (not_lt.mp hc)]
  · by_contra hc
    linarith [mul_pos hG hx, mul_nonpos_of_nonpos_of_nonneg (not_lt.mp hc) hP.le]
  · by_contra hc
    linarith [mul_neg_of_neg_of_pos hx hP, mul_nonneg hG.le (not_lt.mp hc)]
  · by_contra hc
    linarith [mul_neg_of_pos_of_neg hG hx, mul_nonneg (not_lt.mp hc) hP.le]
  · have h1 : ‖z‖ ^ 2 < 1 := by nlinarith
    linarith [mul_pos (sub_pos.mpr h1) hP]
  · by_contra hc
    have h1 : 1 ≤ ‖z‖ ^ 2 := by nlinarith [not_lt.mp hc]
    linarith [mul_nonneg (sub_nonneg.mpr h1) hP.le]
```

## Failure of differentiability at a coincidence

The hypothesis here is g + γ ≠ 0, weaker than positivity. The phrase `∀ᶠ z in 𝓝 z₀` means "for all z in some neighbourhood of z₀". The theorem concerns any function that solves the secular equation there, whichever level it follows.

In the proof, `hsq` is the identity f² = Δ near z₀, `hfz` is f(z₀) = 0, and `hu` equates the two derivatives. The combination Δ − (z/2)Δ′ then appears as `h1`.

The condition δ ≠ 0 carries physical content: for δ = 0 the levels are 0 and D(z), which may cross but remain differentiable.

```lean
/-- For `g + γ ≠ 0` and `δ ≠ 0`, no energy level defined around a zero of `discr` is complex
differentiable there. -/
theorem no_differentiable_level {g γ δ : ℝ} (hG : g + γ ≠ 0) (hδ : δ ≠ 0) {z₀ : ℂ}
    (h0 : discr g γ δ z₀ = 0) {E : ℂ → ℂ} (hE : DifferentiableAt ℂ E z₀) :
    ¬ ∀ᶠ z in 𝓝 z₀, secularDet g γ δ z (E z) = 0 := by
  intro hev
  have hG' : (g : ℂ) + γ ≠ 0 := by exact_mod_cast hG
  have hδ' : (δ : ℂ) ≠ 0 := by exact_mod_cast hδ
  have hd : HasDerivAt (fun z : ℂ => (g : ℂ) + γ - z * γ) (-(γ : ℂ)) z₀ :=
    (((hasDerivAt_id' z₀).mul_const (γ : ℂ)).const_sub _).congr_deriv (by ring)
  have hf := (hE.hasDerivAt.const_mul 2).fun_sub hd
  have hD := (hd.fun_mul hd).fun_add
    (((hasDerivAt_id' z₀).fun_mul (hasDerivAt_id' z₀)).const_mul (4 * (δ : ℂ) ^ 2))
  -- near `z₀` the discriminant is the square of a differentiable function
  have hsq : (fun z => (2 * E z - ((g : ℂ) + γ - z * γ)) * (2 * E z - ((g : ℂ) + γ - z * γ)))
      =ᶠ[𝓝 z₀] (fun z => ((g : ℂ) + γ - z * γ) * ((g : ℂ) + γ - z * γ) +
        4 * (δ : ℂ) ^ 2 * (z * z)) := by
    filter_upwards [hev] with z hz
    have h := four_mul_secularDet g γ δ z (E z)
    rw [hz, discr] at h
    linear_combination -h
  have hfz : 2 * E z₀ - ((g : ℂ) + γ - z₀ * γ) = 0 := by
    have h := four_mul_secularDet g γ δ z₀ (E z₀)
    rw [hev.self_of_nhds, h0] at h
    exact pow_eq_zero_iff two_ne_zero |>.mp (by linear_combination -h)
  have hu := (hD.congr_of_eventuallyEq hsq).unique (hf.fun_mul hf)
  rw [hfz] at hu
  rw [discr] at h0
  -- but the zero of the discriminant is simple
  have h1 : ((g : ℂ) + γ - z₀ * γ) * ((g : ℂ) + γ) = 0 := by
    linear_combination (-z₀ / 2) * hu + h0
  have h2 := (mul_eq_zero.mp h1).resolve_right hG'
  rw [h2] at h0
  have hz : z₀ = 0 := by simpa [hδ'] using h0
  exact hG' (by simpa [hz] using h2)
```

## The holomorphic reference level

The square root is built as exp(½ log(1 − az)) with a = p + iq. The hypothesis gives |a|r ≤ 1, so 1 − az has positive real part on the open disc and stays in `Complex.slitPlane`, where the principal logarithm is holomorphic.

```lean
/-- On a disc where `|(p + i q) z| < 1`, the function `1 - (p + i q) z` has a holomorphic square
root with value `1` at the origin. -/
theorem exists_sqrt (p q r : ℝ) (h : (p ^ 2 + q ^ 2) * r ^ 2 ≤ 1) :
    ∃ s : ℂ → ℂ, DifferentiableOn ℂ s (ball 0 r) ∧ s 0 = 1 ∧
      ∀ z ∈ ball (0 : ℂ) r, s z ^ 2 = 1 - (p + q * Complex.I) * z := by
  have hn : ‖(p : ℂ) + q * Complex.I‖ ^ 2 = p ^ 2 + q ^ 2 := by
    rw [Complex.sq_norm, Complex.normSq_add_mul_I]
  generalize (p : ℂ) + q * Complex.I = a at hn ⊢
  have ha : ‖a‖ * r ≤ 1 := by
    have h' : (‖a‖ * r) ^ 2 ≤ 1 := by rw [mul_pow, hn]; exact h
    nlinarith [sq_nonneg (‖a‖ * r - 1)]
  have hslit : ∀ z ∈ ball (0 : ℂ) r, 1 - a * z ∈ Complex.slitPlane := by
    intro z hz
    have hz' : ‖z‖ < r := mem_ball_zero_iff.mp hz
    have hlt : ‖a * z‖ < 1 := by
      rw [norm_mul]
      rcases (norm_nonneg a).eq_or_lt with h0 | h0
      · rw [← h0, zero_mul]
        exact one_pos
      · exact (mul_lt_mul_of_pos_left hz' h0).trans_le ha
    refine Complex.mem_slitPlane_iff.mpr (Or.inl ?_)
    rw [Complex.sub_re, Complex.one_re]
    linarith [(abs_le.mp (Complex.abs_re_le_norm (a * z))).2]
  refine ⟨fun z => Complex.exp (Complex.log (1 - a * z) / 2), fun z hz => ?_, by simp,
    fun z hz => ?_⟩
  · have h1 : DifferentiableAt ℂ (fun z => 1 - a * z) z := by fun_prop
    exact ((h1.clog (hslit z hz)).div_const 2).cexp.differentiableWithinAt
  · change Complex.exp (Complex.log (1 - a * z) / 2) ^ 2 = _
    rw [sq, ← Complex.exp_add, add_halves,
      Complex.exp_log (Complex.slitPlane_ne_zero (hslit z hz))]
```

The final theorem joins the two halves. `DifferentiableOn ℂ E (ball 0 r)` says that E is holomorphic on the open disc, and `E 0 = 0` selects the reference level. Equality r = R is allowed because the coincidences then lie on the boundary.

If r exceeds R, a zero of Δ falls inside the disc and `no_differentiable_level` gives a contradiction. If not, the proof sets p = γ/G and q = 2δ/G, takes the square roots `s` and `t` for q and −q, and checks the explicit formula for E; `hA` and `hB` are the two linear factors written as G s² and G t².

```lean
/-- For `g + γ > 0`, `δ ≠ 0` and `r > 0`, an energy level that starts at the reference energy `0`
and is holomorphic for `|z| < r` exists exactly when `r² (γ² + 4 δ²) ≤ (g + γ)²`. -/
theorem holomorphic_level_iff {g γ δ r : ℝ} (hG : 0 < g + γ) (hδ : δ ≠ 0) (hr : 0 < r) :
    (∃ E : ℂ → ℂ, DifferentiableOn ℂ E (ball 0 r) ∧ E 0 = 0 ∧
      ∀ z ∈ ball (0 : ℂ) r, secularDet g γ δ z (E z) = 0) ↔
    r ^ 2 * (γ ^ 2 + 4 * δ ^ 2) ≤ (g + γ) ^ 2 := by
  have hG0 : g + γ ≠ 0 := hG.ne'
  constructor
  · rintro ⟨E, hE, -, hdet⟩
    by_contra hlt
    -- otherwise a zero of the discriminant lies in the disc
    obtain ⟨z, h0⟩ : ∃ z, discr g γ δ z = 0 := ⟨_, (discr_eq_zero_iff g γ hδ _).mpr (Or.inl rfl)⟩
    have hn := (zero_re_and_norm h0).2
    have hz : z ∈ ball (0 : ℂ) r := by
      rw [mem_ball_zero_iff]
      by_contra hc
      have h1 : r ^ 2 ≤ ‖z‖ ^ 2 := pow_le_pow_left₀ hr.le (not_lt.mp hc) 2
      have hP : 0 ≤ γ ^ 2 + 4 * δ ^ 2 := by positivity
      linarith [mul_le_mul_of_nonneg_right h1 hP, not_le.mp hlt]
    have hnhds := isOpen_ball.mem_nhds hz
    exact no_differentiable_level hG0 hδ h0 (hE.differentiableAt hnhds)
      (Filter.eventually_of_mem hnhds hdet)
  · intro h
    obtain ⟨p, hp⟩ : ∃ p, (g + γ) * p = γ := ⟨γ / (g + γ), by field_simp⟩
    obtain ⟨q, hq⟩ : ∃ q, (g + γ) * q = 2 * δ := ⟨2 * δ / (g + γ), by field_simp⟩
    have hpq : (p ^ 2 + q ^ 2) * r ^ 2 ≤ 1 := by
      have e1 : (g + γ) ^ 2 * p ^ 2 = γ ^ 2 := by rw [← mul_pow, hp]
      have e2 : (g + γ) ^ 2 * q ^ 2 = (2 * δ) ^ 2 := by rw [← mul_pow, hq]
      have e3 : (g + γ) ^ 2 * ((p ^ 2 + q ^ 2) * r ^ 2) = r ^ 2 * (γ ^ 2 + 4 * δ ^ 2) := by
        linear_combination r ^ 2 * e1 + r ^ 2 * e2
      exact le_of_mul_le_mul_left (by rw [e3, mul_one]; exact h) (pow_pos hG 2)
    obtain ⟨s, hs, hs0, hs2⟩ := exists_sqrt p q r hpq
    obtain ⟨t, ht, ht0, ht2⟩ := exists_sqrt p (-q) r (by rw [neg_sq]; exact hpq)
    have hp' : ((g : ℂ) + γ) * p = γ := by exact_mod_cast hp
    have hq' : ((g : ℂ) + γ) * q = 2 * δ := by exact_mod_cast hq
    -- the root of the secular equation that is `0` at `z = 0`, with the square root split into two factors
    refine ⟨fun z => ((g : ℂ) + γ - z * γ - ((g : ℂ) + γ) * (s z * t z)) / 2, by fun_prop,
      by simp [hs0, ht0], fun z hz => ?_⟩
    have hA : ((g : ℂ) + γ) * s z ^ 2 = (g : ℂ) + γ - z * (γ + 2 * δ * Complex.I) := by
      rw [hs2 z hz]
      linear_combination -z * hp' - z * Complex.I * hq'
    have hB : ((g : ℂ) + γ) * t z ^ 2 = (g : ℂ) + γ - z * (γ - 2 * δ * Complex.I) := by
      rw [ht2 z hz]
      push_cast
      linear_combination -z * hp' + z * Complex.I * hq'
    have h4 : 4 * secularDet g γ δ z
        (((g : ℂ) + γ - z * γ - ((g : ℂ) + γ) * (s z * t z)) / 2) = 0 := by
      rw [four_mul_secularDet, discr_factor, ← hA, ← hB]
      ring
    exact (mul_eq_zero.mp h4).resolve_left (by norm_num)

end IntruderStateConvergence
```

The theorems describe a single intruder with a diagonal energy linear in z. How well a fitted pair of states represents a many-state Hamiltonian has to be judged separately.

```lean
#print axioms IntruderStateConvergence.levels_coincide_iff
-- 'IntruderStateConvergence.levels_coincide_iff' depends on axioms: [propext, Classical.choice, Quot.sound]
#print axioms IntruderStateConvergence.zero_location
-- 'IntruderStateConvergence.zero_location' depends on axioms: [propext, Classical.choice, Quot.sound]
#print axioms IntruderStateConvergence.holomorphic_level_iff
-- 'IntruderStateConvergence.holomorphic_level_iff' depends on axioms: [propext, Classical.choice, Quot.sound]
```
